# The ground energy of N non-interacting spinless fermions in a one-dimensional harmonic trap lies N(N−1)/2 level spacings above that of N non-interacting bosons

How much higher does the ground energy of $N$ non-interacting particles in a one-dimensional harmonic trap lie when they are spinless fermions instead of bosons? To answer this, a many-particle state is represented here by a map $n$ that sends each particle $i$ to the oscillator level $n_i \in \{0,1,2,\dots\}$ it sits in. Bosons may use every such map. Fermions may use only the injective ones, in which no two particles share a level; this is the Pauli principle for fermions that all share the same spin state, which are called spinless because the spin then plays no role.

The letter $n$ needs a caution. In second quantisation $n_k$ usually counts the particles in level $k$, whereas here $n_i$ is the level of particle $i$.

The step from quantum mechanics to this model is taken from the textbook: symmetrised products of oscillator orbitals form a complete set of energy eigenstates for bosons, and Slater determinants do so for fermions. The Lean development starts from the resulting level assignments and contains no Hamiltonian or wave function.

```lean
import Mathlib

open Finset

namespace TrapFermionBosonGap

noncomputable section
```

## Energies of level assignments

Units are chosen with $\hbar = 1$ and trap frequency $\omega = 1$, so level $k$ has energy $k + \tfrac12$, the $\tfrac12$ being the zero-point energy of one oscillator. Without interactions the energies add:

$$E(n) = \sum_i \left(n_i + \tfrac12\right).$$

In Lean the particles are labelled by `Fin N`, that is by $0, \dots, N-1$, and the energy is a real number.

```lean
/-- The energy of `N` non-interacting particles in a one-dimensional harmonic trap of unit
frequency (with `ħ = 1`), particle `i` being in oscillator level `n i`. -/
def trapEnergy {N : ℕ} (n : Fin N → ℕ) : ℝ := ∑ i, ((n i : ℝ) + 1 / 2)
```

The boson energies are all values that $E$ takes.

```lean
/-- The energies open to `N` bosons: any number of particles may share a level. -/
def bosonEnergies (N : ℕ) : Set ℝ := Set.range (trapEnergy (N := N))
```

The fermion energies are the values of $E$ on injective maps.

```lean
/-- The energies open to `N` spinless fermions: no two particles share a level. -/
def fermionEnergies (N : ℕ) : Set ℝ :=
  trapEnergy '' {n : Fin N → ℕ | Function.Injective n}
```

Both are sets of real numbers. Permuting the particle labels leaves the energy unchanged, and a set records each energy only once, so these two sets carry no information about degeneracies.

## Distinct levels cost at least as much as the lowest ones

The central inequality holds for any single-particle energies $\varepsilon_0 \le \varepsilon_1 \le \varepsilon_2 \le \cdots$. Let $s$ be a finite set of levels with $|s|$ elements. Then

$$\sum_{k=0}^{|s|-1} \varepsilon_k \le \sum_{k \in s} \varepsilon_k .$$

For the empty set both sides are zero. Otherwise, build the set up by adding its highest level last. Suppose the inequality holds for $s$, and add a level $a$ above every level in $s$. Then $s \subseteq \{0, \dots, a-1\}$, so $|s| \le a$ and hence $\varepsilon_{|s|} \le \varepsilon_a$. Adding this to the inequality for $s$ gives

$$\sum_{k=0}^{|s|} \varepsilon_k = \sum_{k=0}^{|s|-1} \varepsilon_k + \varepsilon_{|s|} \le \sum_{k\in s} \varepsilon_k + \varepsilon_a ,$$

which is the inequality for the enlarged set.

```lean
/-- For single-particle energies `ε` that do not decrease with the level index, a finite set of
distinct levels has at least the total energy of equally many lowest levels. -/
theorem sum_lowest_le {ε : ℕ → ℝ} (hε : Monotone ε) (s : Finset ℕ) :
    ∑ k ∈ range s.card, ε k ≤ ∑ k ∈ s, ε k := by
  refine Finset.induction_on_max s ?_ ?_
  · simp
  · intro a s ha ih
    have hna : a ∉ s := fun h => lt_irrefl _ (ha a h)
    -- the highest level lies above all the others, so its index is at least their number
    have hsub : s ⊆ range a := fun x hx => mem_range.mpr (ha x hx)
    have hc : s.card ≤ a := by simpa using card_le_card hsub
    rw [card_insert_of_notMem hna, sum_insert hna, sum_range_succ]
    have := hε hc
    linarith
```

Here `range s.card` is the set $\{0, \dots, |s|-1\}$. The induction principle `Finset.induction_on_max` adds the highest level last, `hc` is the bound $|s| \le a$, and `linarith` adds the two inequalities.

Some condition on the order of the energies is needed. With $\varepsilon_0 = 1$, $\varepsilon_1 = 0$ and $s = \{1\}$, the left side is $1$ and the right side is $0$.

If the energies increase strictly, equality identifies the set. In the induction step, suppose that the enlarged set has the same energy as the lowest $|s|+1$ levels:

$$\sum_{k\in s} \varepsilon_k + \varepsilon_a = \sum_{k=0}^{|s|-1} \varepsilon_k + \varepsilon_{|s|} .$$

Each term on the left is at least the corresponding term on the right, so both pairs must be equal. From $\varepsilon_a = \varepsilon_{|s|}$ and strict increase it follows that $a = |s|$. From the equality of the sums, the induction hypothesis gives $s = \{0, \dots, |s|-1\}$. Together they make the enlarged set $\{0, \dots, |s|\}$. The converse is immediate.

```lean
/-- For strictly increasing single-particle energies, a finite set of distinct levels has the
total energy of equally many lowest levels exactly when it consists of those lowest levels. -/
theorem sum_lowest_eq_iff {ε : ℕ → ℝ} (hε : StrictMono ε) (s : Finset ℕ) :
    ∑ k ∈ s, ε k = ∑ k ∈ range s.card, ε k ↔ s = range s.card := by
  constructor
  · refine Finset.induction_on_max s ?_ ?_
    · intro _
      simp
    · intro a s ha ih h
      have hna : a ∉ s := fun h => lt_irrefl _ (ha a h)
      have hsub : s ⊆ range a := fun x hx => mem_range.mpr (ha x hx)
      have hc : s.card ≤ a := by simpa using card_le_card hsub
      rw [card_insert_of_notMem hna, sum_insert hna, sum_range_succ] at h
      have h1 := sum_lowest_le hε.monotone s
      have h2 := hε.monotone hc
      -- both inequalities must be equalities
      have ha' : a = s.card := hε.injective (by linarith)
      have hs := ih (by linarith)
      rw [card_insert_of_notMem hna]
      ext x
      have hx := Finset.ext_iff.mp hs x
      rw [mem_range] at hx
      simp only [mem_insert, mem_range, hx]
      omega
  · intro h
    exact congrArg (fun t => ∑ k ∈ t, ε k) h
```

The two calls to `linarith` extract the two equalities, and the closing lines compare the sets element by element. Energies that merely never decrease would not be enough: if all $\varepsilon_k$ are equal, the set $\{1\}$ has the same energy as $\{0\}$.

## Counting quanta and filling the sea

Separating the zero-point part from the excitation quanta gives

$$E(n) = \sum_i n_i + \frac N2 .$$

```lean
/-- The trap energy is the total number of quanta plus the zero-point energy `N/2`. -/
theorem trapEnergy_eq {N : ℕ} (n : Fin N → ℕ) :
    trapEnergy n = ((∑ i, n i : ℕ) : ℝ) + (N : ℝ) / 2 := by
  simp only [trapEnergy, sum_add_distrib, sum_const, card_univ, Fintype.card_fin,
    nsmul_eq_mul, Nat.cast_sum]
  ring
```

For an injective map, each occupied level belongs to exactly one particle. The sum over particles is therefore a sum over the set of occupied levels, written `univ.image n` in Lean:

$$E(n) = \sum_{k \in \{n_i\}} \left(k + \tfrac12\right).$$

```lean
/-- If no two particles share a level, the trap energy is the sum of the single-particle
energies over the set of occupied levels. -/
theorem trapEnergy_of_injective {N : ℕ} {n : Fin N → ℕ} (hn : Function.Injective n) :
    trapEnergy n = ∑ k ∈ univ.image n, ((k : ℝ) + 1 / 2) := by
  rw [sum_image (by intro a _ b _ h; exact hn h)]
  rfl
```

The natural candidate for the fermion ground state, called the filled sea below, puts particle $i$ in level $i$. Its energy is

$$\sum_{k=0}^{N-1}\left(k+\tfrac12\right) = \frac N2 + \frac{N(N-1)}2 = \frac{N^2}2 .$$

This follows by induction on $N$: the sum is zero for $N=0$, and adding the next level gives $\tfrac{N^2}{2} + N + \tfrac12 = \tfrac{(N+1)^2}{2}$.

```lean
/-- One particle in each of the `N` lowest levels gives the energy `N/2 + N(N-1)/2`. -/
theorem fermi_sea_energy (N : ℕ) :
    trapEnergy (fun i : Fin N => (i : ℕ)) = (N : ℝ) / 2 + (N : ℝ) * ((N : ℝ) - 1) / 2 := by
  have h : ∑ k ∈ range N, ((k : ℝ) + 1 / 2)
      = (N : ℝ) / 2 + (N : ℝ) * ((N : ℝ) - 1) / 2 := by
    induction N with
    | zero => simp
    | succ N ih =>
      rw [sum_range_succ, ih]
      push_cast
      ring
  exact (Fin.sum_univ_eq_sum_range (fun k : ℕ => (k : ℝ) + 1 / 2) N).trans h
```

The expression $N-1$ is formed in the real numbers. For $N = 0$ it equals $-1$, and the factor $N$ makes the product zero, as it should be.

## The two ground energies

For bosons, the number of quanta $\sum_i n_i$ is never negative, so $E(n) \ge N/2$. Equality is reached when every particle sits in level $0$.

```lean
/-- The lowest energy of `N` bosons in the trap is `N/2`. -/
theorem boson_ground (N : ℕ) : IsLeast (bosonEnergies N) ((N : ℝ) / 2) := by
  constructor
  · exact ⟨fun _ => 0, by rw [trapEnergy_eq]; simp⟩
  · rintro _ ⟨n, rfl⟩
    rw [trapEnergy_eq]
    exact le_add_of_nonneg_left (Nat.cast_nonneg _)
```

The predicate `IsLeast` says that the value belongs to the set and is a lower bound for it. The first bullet of the proof supplies the configuration, the second the bound.

For fermions, the filled sea is an allowed configuration with energy $N/2 + N(N-1)/2$. Any other injective $n$ occupies a set of exactly $N$ levels. Since $\varepsilon_k = k + \tfrac12$ increases with $k$, the central inequality yields

$$E(n) = \sum_{k\in\{n_i\}}\left(k+\tfrac12\right) \ge \sum_{k=0}^{N-1}\left(k+\tfrac12\right) = \frac N2 + \frac{N(N-1)}2 .$$

```lean
/-- The lowest energy of `N` spinless fermions in the trap is `N/2 + N(N-1)/2`. -/
theorem fermion_ground (N : ℕ) :
    IsLeast (fermionEnergies N) ((N : ℝ) / 2 + (N : ℝ) * ((N : ℝ) - 1) / 2) := by
  constructor
  · exact ⟨fun i => (i : ℕ), Fin.val_injective, fermi_sea_energy N⟩
  · rintro _ ⟨n, hn, rfl⟩
    have hmono : Monotone (fun k : ℕ => (k : ℝ) + 1 / 2) := by
      intro a b hab
      have : (a : ℝ) ≤ b := Nat.cast_le.mpr hab
      dsimp only
      linarith
    have h := sum_lowest_le hmono (univ.image n)
    rw [card_image_of_injective _ hn, card_univ, Fintype.card_fin] at h
    rw [trapEnergy_of_injective hn, ← fermi_sea_energy N]
    exact (Fin.sum_univ_eq_sum_range (fun k : ℕ => (k : ℝ) + 1 / 2) N).le.trans h
```

Injectivity is used twice: to rewrite the energy as a sum over occupied levels, and to count those levels with `card_image_of_injective`.

The equality case then characterises the ground configurations. Because the oscillator energies increase strictly, an injective $n$ has the ground energy exactly when its occupied levels are $0, \dots, N-1$. Which particle sits in which of these levels is left free. The maps that differ only in this labelling all stand for the same Slater determinant, so they are not different physical states.

```lean
/-- A configuration of `N` spinless fermions has the energy `N/2 + N(N-1)/2` exactly when the
occupied levels are the `N` lowest ones. -/
theorem fermion_ground_iff {N : ℕ} {n : Fin N → ℕ} (hn : Function.Injective n) :
    trapEnergy n = (N : ℝ) / 2 + (N : ℝ) * ((N : ℝ) - 1) / 2 ↔ univ.image n = range N := by
  have hmono : StrictMono (fun k : ℕ => (k : ℝ) + 1 / 2) := by
    intro a b hab
    have : (a : ℝ) < b := Nat.cast_lt.mpr hab
    dsimp only
    linarith
  have h := sum_lowest_eq_iff hmono (univ.image n)
  rw [card_image_of_injective _ hn, card_univ, Fintype.card_fin] at h
  have hs : trapEnergy (fun i : Fin N => (i : ℕ)) = ∑ k ∈ range N, ((k : ℝ) + 1 / 2) :=
    Fin.sum_univ_eq_sum_range (fun k : ℕ => (k : ℝ) + 1 / 2) N
  rw [trapEnergy_of_injective hn, ← fermi_sea_energy N, hs]
  exact h
```

This equivalence fails for arbitrary maps. Three particles in levels $0, 0, 3$ have energy $3 + \tfrac32 = \tfrac92$, which is the fermion ground energy for $N=3$, yet they occupy only the levels $0$ and $3$.

## The gap

Let $E_B$ and $E_F$ be the least boson and fermion energies. Subtracting the two results gives

$$E_F - E_B = \frac N2 + \frac{N(N-1)}2 - \frac N2 = \frac{N(N-1)}2 .$$

```lean
/-- The ground energy of `N` spinless fermions in the trap exceeds that of `N` bosons by
`N(N-1)/2`. -/
theorem fermion_boson_gap {N : ℕ} {EB EF : ℝ} (hB : IsLeast (bosonEnergies N) EB)
    (hF : IsLeast (fermionEnergies N) EF) : EF - EB = (N : ℝ) * ((N : ℝ) - 1) / 2 := by
  rw [hF.unique (fermion_ground N), hB.unique (boson_ground N)]
  ring
```

The theorem takes any real numbers `EB` and `EF` that are least elements of the two sets. A set has at most one least element, so `unique` identifies them with the values already found, and `ring` does the subtraction.

In the smallest cases, the gap vanishes for $N=0$ and for $N=1$, where every map is injective and statistics make no difference. For $N=2$ it is $1$: one of the two fermions has to move up by one level.

In diffusion Monte Carlo without a nodal constraint, the usual estimate is that the fermionic signal decays relative to the total walker weight as $e^{-\tau(E_F-E_B)}$ at large imaginary time $\tau$; for this non-interacting, one-dimensional trap the exponent is $-\tau N(N-1)/2$, so the decay rate of the signal grows quadratically with particle number. In one dimension this loss can be avoided, because the ground state of spinless fermions in the trap changes sign only where two particles meet, and walkers can be kept from crossing there.

## All fermion energies are shifted boson energies

The equal spacing of the oscillator levels gives more than the difference between two minima. The whole set of fermion energies is the set of boson energies moved up by $N(N-1)/2$.

Take $N \ge 1$ and write $Q_0 = \sum_{i=0}^{N-1} i = N(N-1)/2$ for the number of quanta in the filled sea.

Start with a fermion configuration that has $Q$ quanta in total. Its energy is at least that of the filled sea, so $Q = Q_0 + m$ for some natural number $m$. Give all $m$ quanta to one boson and leave the others in level $0$. The boson energy is $m + N/2$, and adding $Q_0$ recovers the fermion energy $Q + N/2$.

Conversely, start with a boson configuration that has $m$ quanta in total. Fill the levels $0, \dots, N-1$ with fermions and raise the top one by $m$. The occupied levels are then $0, \dots, N-2$ and $N-1+m$, which are all different, and the energy is $Q_0 + m + N/2$, the boson energy plus $Q_0$.

For $N=0$ there is no particle to carry the surplus, but there is also only one configuration. Both sets contain just the energy $0$, and the shift is $0$.

```lean
/-- The set of energies of `N` spinless fermions in the trap is the set of energies of `N`
bosons, shifted upwards by `N(N-1)/2`. -/
theorem fermionEnergies_eq_shift (N : ℕ) :
    fermionEnergies N = (fun E => E + (N : ℝ) * ((N : ℝ) - 1) / 2) '' bosonEnergies N := by
  cases N with
  | zero =>
    ext E
    constructor
    · rintro ⟨n, _, rfl⟩
      exact ⟨trapEnergy n, ⟨n, rfl⟩, by simp⟩
    · rintro ⟨_, ⟨n, rfl⟩, rfl⟩
      exact ⟨n, fun a => a.elim0, by simp⟩
  | succ k =>
    have top (m : ℕ) : ∑ i : Fin (k + 1), (if (i : ℕ) = k then m else 0) = m :=
      (Fin.sum_univ_eq_sum_range (fun j => if j = k then m else 0) (k + 1)).trans (by simp)
    have h0 := fermi_sea_energy (k + 1)
    rw [trapEnergy_eq] at h0
    ext E
    constructor
    · -- the quanta above the filled sea are given to a single boson
      rintro ⟨n, hn, rfl⟩
      have h1 : _ ≤ trapEnergy n := (fermion_ground (k + 1)).2 ⟨n, hn, rfl⟩
      rw [← h0, trapEnergy_eq n] at h1
      have hle : ∑ i : Fin (k + 1), (i : ℕ) ≤ ∑ i, n i :=
        Nat.cast_le.mp (le_of_add_le_add_right h1)
      obtain ⟨m, hm⟩ := Nat.exists_eq_add_of_le hle
      refine ⟨_, ⟨fun i => if (i : ℕ) = k then m else 0, rfl⟩, ?_⟩
      dsimp only
      rw [trapEnergy_eq, top, trapEnergy_eq n, hm,
        Nat.cast_add (∑ i : Fin (k + 1), (i : ℕ)) m]
      linear_combination -h0
    · -- all bosonic quanta are given to the top fermion of the filled sea
      rintro ⟨_, ⟨n, rfl⟩, rfl⟩
      refine ⟨fun i => (i : ℕ) + if (i : ℕ) = k then ∑ j, n j else 0, ?_, ?_⟩
      · intro a b h
        have ha := a.isLt
        have hb := b.isLt
        dsimp only at h
        apply Fin.ext
        split_ifs at h <;> omega
      · dsimp only
        rw [trapEnergy_eq, sum_add_distrib, top, trapEnergy_eq n,
          Nat.cast_add (∑ i : Fin (k + 1), (i : ℕ)) (∑ j, n j)]
        linear_combination h0

end

end TrapFermionBosonGap
```

The proof treats $N=0$ separately and otherwise writes $N = k+1$, so that the particle carrying the surplus has label $k$. The auxiliary statement `top` says that giving $m$ quanta to this particle alone makes a total of $m$, and `h0` expresses the energy of the filled sea through its number of quanta. In the first direction, `fermion_ground` guarantees that the surplus is not negative. In the second, `split_ifs` and `omega` check that the raised configuration is still injective. Each direction ends with `linear_combination`, which balances the energies.

The theorem equates sets of energies and makes no statement about how many states share each one.

```lean
#print axioms TrapFermionBosonGap.fermion_ground_iff
-- 'TrapFermionBosonGap.fermion_ground_iff' depends on axioms: [propext, Classical.choice, Quot.sound]
#print axioms TrapFermionBosonGap.fermion_boson_gap
-- 'TrapFermionBosonGap.fermion_boson_gap' depends on axioms: [propext, Classical.choice, Quot.sound]
#print axioms TrapFermionBosonGap.fermionEnergies_eq_shift
-- 'TrapFermionBosonGap.fermionEnergies_eq_shift' depends on axioms: [propext, Classical.choice, Quot.sound]
```
